# For nonzero spacing, the five-point second-derivative stencil is exact through degree 5 and is off by −8h⁴ on x⁶

Put five grid points at \(-2,-1,0,1,2\) and apply the usual five-point formula for the second derivative at \(0\). For \(f(y)=y^4\) it gives

\[
\frac{-16+16-0+16-16}{12}=0,
\]

which is correct. For \(f(y)=y^6\) it gives

\[
\frac{-64+16-0+16-64}{12}=-8,
\]

although the second derivative at \(0\) is again zero. I believe this is the general pattern: for spacing \(h\neq 0\), the stencil

\[
Df(x)=\frac{-f(x-2h)+16f(x-h)-30f(x)+16f(x+h)-f(x+2h)}{12h^2}
\]

equals \(f''(x)\) for every real polynomial of degree at most 5, and for \(f(x)=x^6\) it equals \(f''(x)-8h^4\) at every \(x\), not only at the origin. Can this be made rigorous and checked by machine? And could a better choice of the five weights repair degree 6?

## The fourth powers cancel and the sixth powers do not

The pattern holds, and no choice of weights repairs degree 6. Both facts follow from a short calculation.

Let \(p\) be a real polynomial of degree at most 7. Its Taylor expansion about \(x\) is a finite sum, so for each offset \(a\in\{-2,-1,0,1,2\}\)

\[
p(x+ah)=\sum_{m=0}^{7}\frac{a^m h^m}{m!}\,p^{(m)}(x).
\]

Insert this into \(Dp(x)\). The stencil has equal weights at \(a\) and \(-a\), so all odd \(m\) drop out, including \(m=7\). For even \(m\), the stencil's integer coefficients \(-1,16,-30,16,-1\) multiply \(a^m\) and give

\[
\begin{aligned}
m=0:&\quad -1+16-30+16-1=0,\\
m=2:&\quad 2(-4+16)=24,\\
m=4:&\quad 2(-16+16)=0,\\
m=6:&\quad 2(-64+16)=-96.
\end{aligned}
\]

Dividing by \(12h^2\) and restoring the factors \(h^m/m!\) leaves two terms:

\[
Dp(x)=\frac{24}{12\cdot 2!}\,p''(x)-\frac{96\,h^4}{12\cdot 6!}\,p^{(6)}(x)
=p''(x)-\frac{h^4}{90}\,p^{(6)}(x).
\]

If the degree is at most 5, then \(p^{(6)}=0\) and the stencil is exact. For \(p(x)=x^6\) the sixth derivative is the constant \(720\), and \(720/90=8\), so the error is \(-8h^4\) at every \(x\).

In a one-dimensional grid calculation, \(D\psi\) can replace \(\psi''\) in the kinetic term \(-\frac{\hbar^2}{2M}\psi''\) for a particle of mass \(M\) with wavefunction \(\psi\), where \(\hbar\) is the reduced Planck constant; if \(\psi\) agrees with a real polynomial of degree at most 7 on an interval containing all five grid points used at \(x\), the replacement changes that term at \(x\) by exactly \(+\frac{\hbar^2h^4}{180\,M}\psi^{(6)}(x)\).

## Five nodes cannot reach degree 6

To see that other weights do not help, write \(t=y-x\) and consider

\[
N(y)=t^2(t^2-h^2)(t^2-4h^2)=t^6-5h^2t^4+4h^4t^2.
\]

This polynomial vanishes at \(t=0,\pm h,\pm 2h\), which are all five grid points. Any weighted sum of its grid values is therefore zero. Its second derivative at \(t=0\) comes only from the term \(4h^4t^2\) and equals \(8h^4\), which is nonzero. Every five-point formula on this grid thus gives the wrong answer for this one polynomial of degree 6, even if its weights are chosen to suit the particular \(h\) and \(x\). The Lean file calls \(N\) the nodal polynomial; in the usual meaning of that name, the factor \(t\) appears only once.

## The Lean file

```lean
import Mathlib

open Polynomial

namespace FivePointSecondDerivative

noncomputable section

/-- The five-point central stencil for the second derivative of `f` at `x`, with grid
spacing `h`. -/
def stencil (f : ℝ → ℝ) (h x : ℝ) : ℝ :=
  (-f (x - 2 * h) + 16 * f (x - h) - 30 * f x + 16 * f (x + h) - f (x + 2 * h)) / (12 * h ^ 2)

/-- A general five-point formula: the values of `f` at `x - 2h, x - h, x, x + h, x + 2h`,
summed with arbitrary weights `w`. -/
def weightedSum (w : Fin 5 → ℝ) (f : ℝ → ℝ) (h x : ℝ) : ℝ :=
  ∑ j : Fin 5, w j * f (x + (((j : ℕ) : ℝ) - 2) * h)

/-- The nodal polynomial `t² (t² - h²) (t² - 4h²)` with `t = y - x`, as a polynomial in `y`. -/
def nodal (h x : ℝ) : ℝ[X] :=
  (X - C x) ^ 2 * ((X - C x) ^ 2 - C (h ^ 2)) * ((X - C x) ^ 2 - C (4 * h ^ 2))

/-- For `h ≠ 0` and polynomials of degree at most 7, the stencil gives the second derivative minus
`h⁴/90` times the sixth derivative. -/
theorem stencil_error_formula (p : ℝ[X]) (hp : p.natDegree ≤ 7) {h : ℝ} (hh : h ≠ 0) (x : ℝ) :
    stencil (fun y => p.eval y) h x
      = (derivative^[2] p).eval x - h ^ 4 / 90 * (derivative^[6] p).eval x := by
  have d0 : p.natDegree < 8 := by omega
  have d2 : (derivative^[2] p).natDegree < 6 := by
    have := natDegree_iterate_derivative p 2
    omega
  have d6 : (derivative^[6] p).natDegree < 2 := by
    have := natDegree_iterate_derivative p 6
    omega
  -- the two derivatives in terms of the coefficients of `p`
  have e2 : (derivative^[2] p).eval x = 2 * p.coeff 2 + 6 * p.coeff 3 * x
      + 12 * p.coeff 4 * x ^ 2 + 20 * p.coeff 5 * x ^ 3 + 30 * p.coeff 6 * x ^ 4
      + 42 * p.coeff 7 * x ^ 5 := by
    rw [eval_eq_sum_range' d2]
    simp only [Finset.sum_range_succ, Finset.sum_range_zero, coeff_iterate_derivative,
      Nat.descFactorial, nsmul_eq_mul]
    push_cast
    ring
  have e6 : (derivative^[6] p).eval x = 720 * p.coeff 6 + 5040 * p.coeff 7 * x := by
    rw [eval_eq_sum_range' d6]
    simp only [Finset.sum_range_succ, Finset.sum_range_zero, coeff_iterate_derivative,
      Nat.descFactorial, nsmul_eq_mul]
    push_cast
    ring
  rw [e2, e6]
  -- expand the five grid values and compare
  simp only [stencil, eval_eq_sum_range' d0, Finset.sum_range_succ, Finset.sum_range_zero]
  field_simp
  ring

/-- For `h ≠ 0` the stencil equals the second derivative for every real polynomial of degree at most
5. -/
theorem stencil_exact (p : ℝ[X]) (hp : p.natDegree ≤ 5) {h : ℝ} (hh : h ≠ 0) (x : ℝ) :
    stencil (fun y => p.eval y) h x = (derivative^[2] p).eval x := by
  have h6 : derivative^[6] p = 0 := iterate_derivative_eq_zero (by omega)
  rw [stencil_error_formula p (by omega) hh x, h6, eval_zero, mul_zero, sub_zero]

/-- For `f = x⁶` and `h ≠ 0` the stencil equals the second derivative minus `8h⁴`, at every `x`. -/
theorem stencil_sextic {h : ℝ} (hh : h ≠ 0) (x : ℝ) :
    stencil (fun y => y ^ 6) h x = (derivative^[2] (X ^ 6 : ℝ[X])).eval x - 8 * h ^ 4 := by
  have e : (derivative^[2] (X ^ 6 : ℝ[X])).eval x = 30 * x ^ 4 := by
    show (derivative (derivative (X ^ 6 : ℝ[X]))).eval x = 30 * x ^ 4
    simp only [derivative_X_pow, derivative_C_mul, eval_mul, eval_C, eval_pow, eval_X]
    push_cast
    ring
  rw [e]
  simp only [stencil]
  field_simp
  ring

/-- Every five-point formula, whatever its weights, gives zero on the nodal polynomial. -/
theorem weightedSum_nodal (w : Fin 5 → ℝ) (h x : ℝ) :
    weightedSum w (fun y => (nodal h x).eval y) h x = 0 := by
  have e : ∀ a : ℝ, (nodal h x).eval (x + a * h)
      = a ^ 2 * (a ^ 2 - 1) * (a ^ 2 - 4) * h ^ 6 := by
    intro a
    simp only [nodal, eval_mul, eval_sub, eval_pow, eval_X, eval_C]
    ring
  -- the offsets -2, -1, 0, 1, 2 are the roots
  have r : ∀ j : Fin 5, (((j : ℕ) : ℝ) - 2) ^ 2 * ((((j : ℕ) : ℝ) - 2) ^ 2 - 1)
      * ((((j : ℕ) : ℝ) - 2) ^ 2 - 4) = 0 := by
    intro j
    fin_cases j <;> norm_num
  unfold weightedSum
  apply Finset.sum_eq_zero
  intro j _
  simp only [e, r, zero_mul, mul_zero]

/-- The second derivative of the nodal polynomial at the central grid point is `8h⁴`. -/
theorem nodal_second_derivative (h x : ℝ) :
    (derivative^[2] (nodal h x)).eval x = 8 * h ^ 4 := by
  show (derivative (derivative (nodal h x))).eval x = 8 * h ^ 4
  simp only [nodal, pow_two, derivative_mul, derivative_sub, derivative_add, derivative_X,
    derivative_C, derivative_one, derivative_zero, eval_mul, eval_sub, eval_add, eval_X,
    eval_C, eval_one, eval_zero]
  ring

/-- No choice of weights on the five grid points gives the second derivative at `x` of every
polynomial of degree at most 6. -/
theorem no_five_point_formula_exact_to_degree_six (w : Fin 5 → ℝ) {h : ℝ} (hh : h ≠ 0)
    (x : ℝ) :
    ¬ ∀ p : ℝ[X], p.natDegree ≤ 6 →
      weightedSum w (fun y => p.eval y) h x = (derivative^[2] p).eval x := by
  intro H
  have hdeg : (nodal h x).natDegree ≤ 6 := by
    unfold nodal
    compute_degree!
  -- the formula returns 0 where the true value is 8h⁴
  have key := H (nodal h x) hdeg
  rw [weightedSum_nodal, nodal_second_derivative] at key
  have hpos : 8 * h ^ 4 ≠ 0 := mul_ne_zero (by norm_num) (pow_ne_zero 4 hh)
  exact hpos key.symm

end

end FivePointSecondDerivative
```

```lean
#print axioms FivePointSecondDerivative.stencil_exact
#print axioms FivePointSecondDerivative.stencil_sextic
#print axioms FivePointSecondDerivative.no_five_point_formula_exact_to_degree_six
```

```
'FivePointSecondDerivative.stencil_exact' depends on axioms: [propext, Classical.choice, Quot.sound]
'FivePointSecondDerivative.stencil_sextic' depends on axioms: [propext, Classical.choice, Quot.sound]
'FivePointSecondDerivative.no_five_point_formula_exact_to_degree_six' depends on axioms: [propext, Classical.choice, Quot.sound]
```

## What the theorems say

`stencil f h x` is \(Df(x)\), defined for any function `f : ℝ → ℝ`. The exactness theorems apply it to polynomials: `p : ℝ[X]` is a real polynomial, and `fun y => p.eval y` is the function it defines. The expression `(derivative^[2] p).eval x` differentiates the polynomial twice and evaluates the result at \(x\), so it is \(p''(x)\); `derivative^[6]` is read in the same way. The bound `p.natDegree ≤ 5` means degree at most 5 and includes constants and the zero polynomial.

- `stencil_error_formula` states \(Dp(x)=p''(x)-\frac{h^4}{90}p^{(6)}(x)\) for degree at most 7.
- `stencil_exact` states \(Dp(x)=p''(x)\) for degree at most 5.
- `stencil_sextic` states that on \(x^6\) the stencil gives the second derivative minus \(8h^4\).
- `no_five_point_formula_exact_to_degree_six` states that, for given weights, spacing and centre, the formula fails for at least one polynomial of degree at most 6.

All four assume `h ≠ 0`, which says that the grid points are distinct. The sign of \(h\) is free, since reversing it only exchanges the left and right neighbours.

In `weightedSum` the index `j : Fin 5` runs from 0 to 4, and the corresponding grid point is \(x+(j-2)h\). The weights `w j` are arbitrary real numbers and absorb any factor \(1/h^2\). The stencil itself corresponds to the weights \((-1,16,-30,16,-1)/(12h^2)\), in the order \(j=0,\dots,4\).

The setting is a uniform grid in one dimension, with exact real arithmetic and polynomial functions. For a general smooth function one would need a bound on the Taylor remainder, which the file does not supply; nor does it treat rounding errors, grid boundaries or the resulting errors in energy eigenvalues.

## How the proofs follow the calculation

`stencil_error_formula` compares coefficients in powers of \(x\) instead of expanding about \(x\). Writing \(c_i\) for `p.coeff i`, the steps `e2` and `e6` establish

\[
p''(x)=2c_2+6c_3x+12c_4x^2+20c_5x^3+30c_6x^4+42c_7x^5,
\]

\[
p^{(6)}(x)=720c_6+5040c_7x.
\]

The degree bounds `d0`, `d2` and `d6` allow each polynomial to be written as a finite sum of known length. The five grid values are then expanded in the same coefficients, `field_simp` clears the denominator using \(h\neq0\), and `ring` verifies the remaining identity. This last step contains the cancellations that the Taylor calculation shows one order at a time.

`stencil_exact` is the special case in which the sixth derivative is the zero polynomial, by `iterate_derivative_eq_zero`. `stencil_sextic` does not use the error formula. It computes the second derivative \(30x^4\), expands the sixth powers at the grid points and compares.

The argument about other weights has three parts. In `weightedSum_nodal`, the step `e` evaluates the nodal polynomial at offset \(a\):

\[
N(x+ah)=a^2(a^2-1)(a^2-4)h^6.
\]

The step `r` checks the five cases \(a=j-2\) and finds zero each time, so every term of the weighted sum vanishes. Next, `nodal_second_derivative` applies the product rule twice and evaluates at \(x\), which gives \(8h^4\).

The final theorem assumes that some weights are exact for all polynomials of degree at most 6. `compute_degree!` confirms that the nodal polynomial satisfies this bound, so the assumption applies to it and yields \(0=8h^4\). This contradicts \(h\neq0\).
